# A lower bound for the quartic oscillator: $E^3 > 27g\hbar^4/(256m^2)$ when $g>0$

A particle on a line sits in the potential $g x^4$ with $g>0$. How low can its energy be? Classically it can rest at the origin with energy zero. Quantum mechanically, confining it near the origin costs kinetic energy.

Take $m=\hbar=g=1$ and write $s=\langle x^2\rangle$ for a normalised state. The uncertainty relation gives $\langle p^2\rangle \ge 1/(4s)$, and since a variance is never negative, $\langle x^4\rangle \ge s^2$. The mean energy therefore satisfies

$$E=\tfrac12\langle p^2\rangle+\langle x^4\rangle \;\ge\; \frac{1}{8s}+s^2 .$$

A small $s$ makes the first term large, and a large $s$ the second. The minimum lies at $s^3=1/16$, where the right side equals $3/(16s)$, so $E^3\ge 27/256$ and $E\ge 0.472$ to three digits. For all $m>0$, $g>0$ and $\hbar\neq0$ the Lean file proves the same bound with a strict inequality, first for mean energies and then for eigenvalues.

## States, operators and mean values

```lean
import Mathlib

open Complex

namespace QuarticOscillator

/-! Energy bound for the quartic oscillator. The space `V` is a common invariant domain of
position and momentum, for instance the Schwartz functions with the `L²` inner product;
that instance is not constructed here. -/

noncomputable section

variable {V : Type*} [NormedAddCommGroup V] [InnerProductSpace ℂ V]
```

The states live in `V`, a complex inner product space that is not assumed complete. Think of the Schwartz functions: smooth, rapidly decaying wave functions, which position and momentum map to functions of the same kind. Powers such as $x^4$ can then be applied to every state without domain questions.

```lean
/-- The real part of `⟨ψ, A ψ⟩`, which is the mean value of a symmetric operator `A`
in a unit state `ψ`. -/
def mean (A : Module.End ℂ V) (ψ : V) : ℝ := (inner ℂ ψ (A ψ)).re
```

`Module.End ℂ V` is the type of linear operators from `V` to itself. `mean A ψ` is $\mathrm{Re}\,\langle\psi,A\psi\rangle$, with the inner product linear in its second slot, as in Dirac notation. The definition does not divide by $\|\psi\|^2$, so it is the expectation value only when $\psi$ is normalised. For a symmetric $A$ the inner product is already real.

```lean
/-- The quartic oscillator Hamiltonian `p² / (2m) + g x⁴`, for mass `m ≠ 0`. -/
def hamiltonian (m g : ℝ) (x p : Module.End ℂ V) : Module.End ℂ V :=
  ((1 / (2 * m) : ℝ) : ℂ) • p ^ 2 + (g : ℂ) • x ^ 4
```

This is $H=p^2/(2m)+g x^4$ as an actual operator. The sign `•` multiplies an operator by a number, and powers mean repeated application. The coupling is $g$ itself, without the factor $1/4$ that some texts put in front of $x^4$.

## Moments as squared lengths

```lean
/-- For a symmetric operator, `⟨A²⟩` is the squared length of `A ψ`. -/
theorem mean_sq {A : Module.End ℂ V} (hA : LinearMap.IsSymmetric A) (ψ : V) :
    mean (A ^ 2) ψ = ‖A ψ‖ ^ 2 := by
  have h : (A ^ 2) ψ = A (A ψ) := by
    rw [pow_two]
    rfl
  unfold mean
  rw [h, ← hA ψ (A ψ)]
  exact inner_self_eq_norm_sq (𝕜 := ℂ) (A ψ)
```

`LinearMap.IsSymmetric A` says that $\langle Au,v\rangle=\langle u,Av\rangle$ for all $u,v$ in `V`. Moving one factor of $A$ to the left gives

$$\langle\psi,A^2\psi\rangle=\langle A\psi,A\psi\rangle=\|A\psi\|^2 .$$

In the proof, `rw` replaces one side of an equation by the other. The term `← hA ψ (A ψ)` is the symmetry of $A$, used from right to left.

```lean
/-- For a symmetric operator, `⟨A⁴⟩` is the squared length of `A² ψ`. -/
theorem mean_fourth {A : Module.End ℂ V} (hA : LinearMap.IsSymmetric A) (ψ : V) :
    mean (A ^ 4) ψ = ‖A (A ψ)‖ ^ 2 := by
  have h : (A ^ 4) ψ = A (A (A (A ψ))) := by
    simp only [pow_succ, pow_zero, one_mul]
    rfl
  unfold mean
  rw [h, ← hA ψ _, ← hA (A ψ) _]
  exact inner_self_eq_norm_sq (𝕜 := ℂ) (A (A ψ))
```

Moving two factors instead of one gives $\langle\psi,A^4\psi\rangle=\|A^2\psi\|^2$.

```lean
/-- The mean energy is the mean kinetic energy plus the mean quartic potential energy. -/
theorem mean_hamiltonian (m g : ℝ) (x p : Module.End ℂ V) (ψ : V) :
    mean (hamiltonian m g x p) ψ = mean (p ^ 2) ψ / (2 * m) + g * mean (x ^ 4) ψ := by
  simp only [mean, hamiltonian, LinearMap.add_apply, LinearMap.smul_apply, inner_add_right,
    inner_smul_right, Complex.add_re, Complex.re_ofReal_mul]
  ring
```

Linearity of the inner product splits the mean energy:

$$\langle H\rangle=\frac{\langle p^2\rangle}{2m}+g\langle x^4\rangle .$$

## The uncertainty relation for second moments

```lean
/-- Heisenberg's inequality for second moments: symmetric `x`, `p` with `[x, p] = iħ` satisfy
`⟨x²⟩⟨p²⟩ ≥ ħ²/4` in every unit state. -/
theorem heisenberg {x p : Module.End ℂ V} {hbar : ℝ} {ψ : V}
    (hx : LinearMap.IsSymmetric x) (hp : LinearMap.IsSymmetric p)
    (hc : x * p - p * x = (I * (hbar : ℂ)) • (1 : Module.End ℂ V)) (hψ : ‖ψ‖ = 1) :
    hbar ^ 2 / 4 ≤ mean (x ^ 2) ψ * mean (p ^ 2) ψ := by
  rw [mean_sq hx, mean_sq hp]
  have hcv : x (p ψ) - p (x ψ) = (I * (hbar : ℂ)) • ψ := LinearMap.congr_fun hc ψ
  -- the commutator fixes the imaginary part of ⟨xψ, pψ⟩
  have h : inner ℂ (x ψ) (p ψ) - inner ℂ (p ψ) (x ψ) = I * (hbar : ℂ) := by
    rw [hx ψ (p ψ), hp ψ (x ψ), ← inner_sub_right, hcv, inner_smul_right,
      inner_self_eq_norm_sq_to_K, hψ]
    simp
  have him := congrArg Complex.im h
  simp only [Complex.sub_im, Complex.mul_im, Complex.I_re, Complex.I_im, Complex.ofReal_re,
    Complex.ofReal_im] at him
  have hconj := congrArg Complex.im (inner_conj_symm (𝕜 := ℂ) (p ψ) (x ψ))
  rw [Complex.conj_im] at hconj
  have e : (inner ℂ (x ψ) (p ψ)).im = hbar / 2 := by linarith
  -- Cauchy-Schwarz
  have hle := (Complex.abs_im_le_norm (inner ℂ (x ψ) (p ψ))).trans
    (norm_inner_le_norm (x ψ) (p ψ))
  have hsq := pow_le_pow_left₀ (abs_nonneg _) hle 2
  rw [sq_abs, mul_pow, e] at hsq
  linarith
```

The hypothesis `hc` is the canonical commutation relation $xp-px=i\hbar\,\mathbb 1$. Here `*` is composition of operators, `I` is the imaginary unit, and `hbar` is any real number. The relation is postulated; it is the quantum condition that ties momentum to translations in space. The hypothesis `hψ` says that $\psi$ is normalised. The conclusion is $\langle x^2\rangle\langle p^2\rangle\ge\hbar^2/4$.

Heisenberg's relation is usually stated for variances, which are never larger than second moments. For a given state the inequality for second moments is therefore the weaker one, and it is sufficient here.

By hand, symmetry and the commutator give

$$\langle x\psi,p\psi\rangle-\langle p\psi,x\psi\rangle=\langle\psi,(xp-px)\psi\rangle=i\hbar .$$

The two terms on the left are complex conjugates, so their difference is $2i\,\mathrm{Im}\langle x\psi,p\psi\rangle$, and the imaginary part is $\hbar/2$. By Cauchy-Schwarz,

$$\frac{|\hbar|}{2}=|\mathrm{Im}\langle x\psi,p\psi\rangle|\le|\langle x\psi,p\psi\rangle|\le\|x\psi\|\,\|p\psi\| .$$

Squaring finishes the argument. In Lean, `h` is the first display, `e` is the value $\hbar/2$, and `hle` is the chain of inequalities. The tactic `linarith` closes goals that follow from known facts by linear arithmetic.

## Why $x^2$ has no sharp value

```lean
/-- For symmetric `x`, `p` with `[x, p] = iħ` and `ħ ≠ 0`, the observable `x²` fluctuates in
every unit state: `⟨x²⟩² < ⟨x⁴⟩`. -/
theorem sq_mean_lt_mean_fourth {x p : Module.End ℂ V} {hbar : ℝ} {ψ : V}
    (hx : LinearMap.IsSymmetric x) (hp : LinearMap.IsSymmetric p)
    (hc : x * p - p * x = (I * (hbar : ℂ)) • (1 : Module.End ℂ V)) (hb : hbar ≠ 0)
    (hψ : ‖ψ‖ = 1) : mean (x ^ 2) ψ ^ 2 < mean (x ^ 4) ψ := by
  have hH := heisenberg hx hp hc hψ
  rw [mean_sq hx, mean_sq hp] at hH
  rw [mean_sq hx, mean_fourth hx]
  have hspos : 0 < ‖x ψ‖ ^ 2 := by
    refine lt_of_le_of_ne (sq_nonneg _) (fun h => ?_)
    rw [← h, zero_mul] at hH
    have : 0 < hbar ^ 2 / 4 := by positivity
    linarith
  have key : inner ℂ (x (x ψ)) ψ = ((‖x ψ‖ ^ 2 : ℝ) : ℂ) := by
    rw [hx (x ψ) ψ, inner_self_eq_norm_sq_to_K]
    exact (Complex.ofReal_pow _ 2).symm
  clear hH
  generalize ‖x ψ‖ ^ 2 = s at hspos key ⊢
  -- the variance of x² is the squared length of (x² - s)ψ
  have hexp : ‖x (x ψ) - (s : ℂ) • ψ‖ ^ 2 = ‖x (x ψ)‖ ^ 2 - s ^ 2 := by
    have hre : RCLike.re ((s : ℂ) * (s : ℂ)) = s * s := by
      rw [← Complex.ofReal_mul]
      exact Complex.ofReal_re _
    rw [norm_sub_sq (𝕜 := ℂ), inner_smul_right, key, norm_smul, hψ, hre, Complex.norm_real,
      mul_one, Real.norm_eq_abs, sq_abs]
    ring
  -- an eigenvector of x² would contradict [x², p] = 2iħx
  have hne : x (x ψ) - (s : ℂ) • ψ ≠ 0 := by
    intro h0
    have hxx : x (x ψ) = (s : ℂ) • ψ := sub_eq_zero.mp h0
    have hcv : ∀ v, x (p v) = p (x v) + (I * (hbar : ℂ)) • v := fun v =>
      sub_eq_iff_eq_add'.mp (LinearMap.congr_fun hc v)
    have h1 : x (x (p (x ψ))) = p (x (x (x ψ))) + (2 * (I * (hbar : ℂ))) • x (x ψ) := by
      rw [hcv (x ψ), map_add, hcv (x (x ψ)), map_smul]
      module
    have h2 : inner ℂ ψ (x (x (p (x ψ)))) = (s : ℂ) * inner ℂ ψ (p (x ψ)) := by
      rw [← hx ψ _, ← hx (x ψ) _, hxx, inner_smul_left, Complex.conj_ofReal]
    have h11 : inner ℂ ψ ψ = (1 : ℂ) := by
      rw [inner_self_eq_norm_sq_to_K, hψ]
      simp
    rw [h1, hxx] at h2
    simp only [map_smul, inner_add_right, inner_smul_right, h11] at h2
    have h3 : 2 * (I * (hbar : ℂ)) * (s : ℂ) = 0 := by linear_combination h2
    have h4 : 2 * (I * (hbar : ℂ)) * (s : ℂ) ≠ 0 := by
      simp [Complex.I_ne_zero, hb, hspos.ne']
    exact h4 h3
  have hpos := pow_pos (norm_pos_iff.mpr hne) 2
  rw [hexp] at hpos
  linarith
```

For $\hbar\ne0$ the inequality $\langle x^4\rangle\ge\langle x^2\rangle^2$ is strict. Put $s=\langle x^2\rangle=\|x\psi\|^2$. The uncertainty relation forces $s>0$, since $s=0$ would give $0\ge\hbar^2/4$; this is `hspos`. Next, `hexp` expands a squared length:

$$\|(x^2-s)\psi\|^2=\|x^2\psi\|^2-2s\langle x^2\rangle+s^2=\langle x^4\rangle-s^2 .$$

It remains to show that the vector $(x^2-s)\psi$ is not zero, which is `hne`. Suppose it were, so that $x^2\psi=s\psi$. Using the commutator twice gives $x^2p=px^2+2i\hbar x$. Apply this to the vector $x\psi$:

$$x^2p\,x\psi=p\,x^3\psi+2i\hbar\,x^2\psi=s\,p\,x\psi+2i\hbar s\,\psi .$$

Now take the inner product with $\psi$. On the left, $x^2$ moves over to $\psi$ and produces $s\langle\psi,px\psi\rangle$. The same term stands on the right and cancels, which leaves $2i\hbar s=0$. This contradicts $\hbar\neq0$ and $s>0$.

In the code, `h1` is the commutator applied to $x\psi$, `h2` is the evaluation of the left side, and `h3` is the cancellation, which `linear_combination` checks as an algebraic identity. `h4` supplies the contradiction.

## The bound on the mean energy

```lean
/-- Energy bound for the quartic oscillator: for symmetric `x`, `p` with `[x, p] = iħ`, `ħ ≠ 0`,
`m > 0` and `g > 0`, the mean energy `E` in a unit state is positive and
`E³ > 27 g ħ⁴ / (256 m²)`. -/
theorem energy_bound {x p : Module.End ℂ V} {hbar m g : ℝ} {ψ : V}
    (hx : LinearMap.IsSymmetric x) (hp : LinearMap.IsSymmetric p)
    (hc : x * p - p * x = (I * (hbar : ℂ)) • (1 : Module.End ℂ V)) (hb : hbar ≠ 0)
    (hm : 0 < m) (hg : 0 < g) (hψ : ‖ψ‖ = 1) :
    0 < mean (hamiltonian m g x p) ψ ∧
      27 * g * hbar ^ 4 / (256 * m ^ 2) < mean (hamiltonian m g x p) ψ ^ 3 := by
  have hH := heisenberg hx hp hc hψ
  have hQ := sq_mean_lt_mean_fourth hx hp hc hb hψ
  have hP0 : 0 ≤ mean (p ^ 2) ψ := by
    rw [mean_sq hp]
    positivity
  rw [mean_hamiltonian]
  generalize mean (x ^ 2) ψ = s at hH hQ
  generalize mean (p ^ 2) ψ = P at hH hP0 ⊢
  generalize mean (x ^ 4) ψ = Q at hQ ⊢
  have hP : 0 < P := by
    refine lt_of_le_of_ne hP0 (fun h => ?_)
    rw [← h, mul_zero] at hH
    have : 0 < hbar ^ 2 / 4 := by positivity
    linarith
  have hQ0 : 0 < Q := lt_of_le_of_lt (sq_nonneg s) hQ
  refine ⟨by positivity, ?_⟩
  have hPQ : hbar ^ 4 / 16 < P ^ 2 * Q := by
    calc hbar ^ 4 / 16 = (hbar ^ 2 / 4) ^ 2 := by ring
      _ ≤ (s * P) ^ 2 := pow_le_pow_left₀ (by positivity) hH 2
      _ = P ^ 2 * s ^ 2 := by ring
      _ < P ^ 2 * Q := mul_lt_mul_of_pos_left hQ (by positivity)
  -- arithmetic-geometric inequality for a, a, b
  have amgm : ∀ a b : ℝ, 0 < a → 0 < b → 27 * a ^ 2 * b ≤ (2 * a + b) ^ 3 := by
    intro a b ha hb'
    have : 0 ≤ (a - b) ^ 2 * (8 * a + b) := by positivity
    linarith [show (2 * a + b) ^ 3 - 27 * a ^ 2 * b = (a - b) ^ 2 * (8 * a + b) by ring]
  calc 27 * g * hbar ^ 4 / (256 * m ^ 2)
      = 27 * g / (16 * m ^ 2) * (hbar ^ 4 / 16) := by ring
    _ < 27 * g / (16 * m ^ 2) * (P ^ 2 * Q) := mul_lt_mul_of_pos_left hPQ (by positivity)
    _ = 27 * (P / (4 * m)) ^ 2 * (g * Q) := by ring
    _ ≤ (2 * (P / (4 * m)) + g * Q) ^ 3 := amgm _ _ (by positivity) (by positivity)
    _ = (P / (2 * m) + g * Q) ^ 3 := by ring
```

In words: let $x$ and $p$ be symmetric with $[x,p]=i\hbar$, let $\hbar\ne0$, $m>0$ and $g>0$, and let $\psi$ be normalised. Then $E=\langle H\rangle$ satisfies

$$E>0\qquad\text{and}\qquad E^3>\frac{27\,g\,\hbar^4}{256\,m^2}.$$

The symbol `∧` joins the two claims. The `generalize` lines replace the moments by plain real numbers: `s` for $\langle x^2\rangle$, `P` for $\langle p^2\rangle$ and `Q` for $\langle x^4\rangle$. Note that `P` is a second moment and not a momentum.

The uncertainty relation makes $P$ positive, and the strict inequality of the previous theorem makes $Q$ positive, so $E>0$. The two relations combine to

$$P^2Q>P^2s^2\ge\frac{\hbar^4}{16},$$

which is `hPQ`. The opening example minimised over $s$; here the arithmetic-geometric inequality does that work. For positive $a$ and $b$,

$$(2a+b)^3-27a^2b=(a-b)^2(8a+b)\ge0 .$$

Set $a=P/(4m)$ and $b=gQ$, so that $2a+b=E$. Then

$$E^3\ge27\,\frac{P^2}{16m^2}\,gQ>\frac{27g}{16m^2}\cdot\frac{\hbar^4}{16}=\frac{27g\hbar^4}{256m^2}.$$

The final `calc` block is this chain, read from the small end to the large one. The tactic `ring` checks the algebraic rewritings, and `positivity` checks the signs.

**A Gaussian in numbers.** Take $m=\hbar=g=1$ and the normalised Gaussian $\psi(x)\propto e^{-x^2/2}$, which has $\langle x^2\rangle=\tfrac12$. Its other moments are $\langle p^2\rangle=\tfrac12$ and $\langle x^4\rangle=3\langle x^2\rangle^2=\tfrac34$, so $E=\tfrac14+\tfrac34=1$. With $a=\tfrac18$ and $b=\tfrac34$, the chain reads

$$\frac{27}{256}\approx0.105\;<\;27a^2b=\frac{81}{256}\approx0.316\;\le\;E^3=1 .$$

The first gap comes from the spread of $x^2$, the second from the unequal $a$ and $b$. The real Gaussian centred at the origin with $\langle x^2\rangle=48^{-1/3}$ has $a=b$, which closes the second gap and gives $E^3=81/256$, or $E\approx0.681$. The theorem bounds the ground-state energy from below and the variational principle bounds it from above, so it lies between $0.472$ and $0.682$ in these units.

## From mean energies to energy levels

```lean
/-- For symmetric `x`, `p` with `[x, p] = iħ`, `ħ ≠ 0`, `m > 0` and `g > 0`, every real eigenvalue
`E` of the quartic Hamiltonian is positive and satisfies `E³ > 27 g ħ⁴ / (256 m²)`. -/
theorem eigenvalue_bound {x p : Module.End ℂ V} {hbar m g E : ℝ} {ψ : V}
    (hx : LinearMap.IsSymmetric x) (hp : LinearMap.IsSymmetric p)
    (hc : x * p - p * x = (I * (hbar : ℂ)) • (1 : Module.End ℂ V)) (hb : hbar ≠ 0)
    (hm : 0 < m) (hg : 0 < g) (hψ : ψ ≠ 0)
    (hE : hamiltonian m g x p ψ = (E : ℂ) • ψ) :
    0 < E ∧ 27 * g * hbar ^ 4 / (256 * m ^ 2) < E ^ 3 := by
  -- normalise the eigenvector; its mean energy is the eigenvalue
  obtain ⟨c, hφ⟩ : ∃ c : ℂ, ‖c • ψ‖ = 1 := ⟨_, norm_smul_inv_norm (𝕜 := ℂ) hψ⟩
  have hmean : mean (hamiltonian m g x p) (c • ψ) = E := by
    unfold mean
    rw [map_smul, hE, smul_comm c (E : ℂ) ψ, inner_smul_right, inner_self_eq_norm_sq_to_K, hφ]
    simp
  have h := energy_bound hx hp hc hb hm hg hφ
  rwa [hmean] at h

end

end QuarticOscillator
```

Here $\psi$ need only be nonzero, and `hE` says that $H\psi=E\psi$ with $E$ real. Both inequalities then hold for the eigenvalue $E$.

Rescale the eigenvector to $\varphi=c\psi$ with $c=1/\|\psi\|$. It is still an eigenvector, and

$$\langle\varphi,H\varphi\rangle=E\|\varphi\|^2=E .$$

This is `hmean`. The previous theorem applied to $\varphi$ gives the claim.

To carry the result over to the textbook oscillator, one must identify `V` with a concrete space: the Schwartz functions, with $x$ as multiplication and $p=-i\hbar\,d/dx$, containing the energy eigenfunctions. That identification is standard analysis and is not carried out in the code. Nor do the theorems say that an eigenvector exists.

For a single particle in one dimension with a purely quartic potential, the bound complements a variational calculation: trial states bound the ground-state energy from above, and this inequality bounds it from below. It does not apply directly to position and momentum matrices truncated to a finite basis, because $xp-px$ then has trace zero and cannot equal $i\hbar\,\mathbb 1$ with $\hbar\neq0$.

```lean
#print axioms QuarticOscillator.energy_bound
#print axioms QuarticOscillator.eigenvalue_bound
```

```
'QuarticOscillator.energy_bound' depends on axioms: [propext, Classical.choice, Quot.sound]
'QuarticOscillator.eigenvalue_bound' depends on axioms: [propext, Classical.choice, Quot.sound]
```
